# The Heisenberg equation for finite matrices with a time-dependent Hamiltonian

In a finite-dimensional quantum system with ħ = 1, let the propagator U solve U′ = −iKU at all times, with U(0) = 1. The theorem `heisenberg` says that if K is Hermitian at time t and the observable A has the entrywise derivative A′ there, then the Heisenberg-picture matrix UᴴAU has the derivative Uᴴ(A′ + i[K, A])U at t. Both K and A may depend on time, and K need not commute with itself at different times. The proof first finds the derivative of Uᴴ, then applies the product rule twice, and leaves it to `simp only` and `abel` to show that the result equals the stated derivative.

In Lean, a first try:

```lean
import Mathlib

open Matrix
open Complex (I cos sin exp)

namespace Heisenberg

noncomputable section

variable {n : Type*}

/-- The matrix path `A` has the derivative `A'` at time `t`, entry by entry. -/
def HasMatrixDerivAt (A : ℝ → Matrix n n ℂ) (A' : Matrix n n ℂ) (t : ℝ) : Prop :=
  ∀ i j, HasDerivAt (fun s => A s i j) (A' i j) t

variable [Fintype n]

/-- The product rule for matrix paths, with the order of the factors kept. -/
theorem HasMatrixDerivAt.mul {A B : ℝ → Matrix n n ℂ} {A' B' : Matrix n n ℂ} {t : ℝ}
    (hA : HasMatrixDerivAt A A' t) (hB : HasMatrixDerivAt B B' t) :
    HasMatrixDerivAt (fun s => A s * B s) (A' * B t + A t * B') t := by
  intro i j
  have h := HasDerivAt.fun_sum (u := Finset.univ)
    (fun k _ => (hA i k).fun_mul (hB k j))
  simpa only [Matrix.mul_apply, Matrix.add_apply, Finset.sum_add_distrib] using h

variable [DecidableEq n]

/-- `U` solves the Schrödinger equation `U' = -i K U` with `U(0) = 1`. -/
structure IsPropagator (K U : ℝ → Matrix n n ℂ) : Prop where
  initial : U 0 = 1
  schrodinger : ∀ t, HasMatrixDerivAt U ((-I) • (K t * U t)) t

/-- Heisenberg equation: if `U` is the propagator of `K`, and at time `t` the matrix `K` is
Hermitian and `A` has the derivative `A'`, then `Uᴴ A U` has the derivative `Uᴴ (A' + i[K, A]) U`
there. -/
theorem heisenberg {K U A : ℝ → Matrix n n ℂ} {A' : Matrix n n ℂ} {t : ℝ}
    (hK : (K t)ᴴ = K t) (hU : IsPropagator K U) (hA : HasMatrixDerivAt A A' t) :
    HasMatrixDerivAt (fun s => (U s)ᴴ * A s * U s)
      ((U t)ᴴ * (A' + I • (K t * A t - A t * K t)) * U t) t := by
  have hs : HasMatrixDerivAt (fun s => (U s)ᴴ) (I • ((U t)ᴴ * K t)) t := by
    have e : I • ((U t)ᴴ * K t) = ((-I) • (K t * U t))ᴴ := by
      rw [conjTranspose_smul, conjTranspose_mul, hK, star_neg,
        show star I = -I from Complex.conj_I, neg_neg]
    rw [e]
    exact fun i j => (hU.schrodinger t j i).star
  convert (hs.mul hA).mul (hU.schrodinger t) using 1
  simp only [Matrix.smul_mul, Matrix.mul_smul, mul_add, add_mul, mul_sub, sub_mul,
    smul_sub, neg_smul, mul_assoc]
  abel

end

end Heisenberg
```

The error:

```
Try this:
  [apply] abel_nf
Main.lean:40:63: error: unsolved goals
n : Type u_1
inst✝¹ : Fintype n
inst✝ : DecidableEq n
K U A : ℝ → Matrix n n ℂ
A' : Matrix n n ℂ
t : ℝ
hK : (K t)ᴴ = K t
hU : IsPropagator K U
hA : HasMatrixDerivAt A A' t
hs : HasMatrixDerivAt (fun s => (U s)ᴴ) (I • ((U t)ᴴ * K t)) t
⊢ (U t)ᴴ * (A' * U t) + (I • ((U t)ᴴ * (K t * (A t * U t))) + -1 • I • ((U t)ᴴ * (A t * (K t * U t)))) =
    (U t)ᴴ * (A' * U t) + (I • ((U t)ᴴ * (K t * (A t * U t))) + (U t)ᴴ * (A t * -1 • I • (K t * U t)))
```

Cause. The error shows an equation whose sides agree except in the last term. On the left the scalars stand in front of the whole product; on the right `-1 • I` is still inside it, after `A t`. The "Try this" line says only that `abel` failed to close the goal and fell back on `abel_nf`, which writes a minus sign as `-1 •`.

The stuck term comes from the Schrödinger equation, where U′ is `(-I) • (K t * U t)`. `simp only` works on inner terms first, so `neg_smul` turns this into `-(I • (K t * U t))` before the product around it is treated. `Matrix.mul_smul` needs a scalar multiple as the right factor, but now finds a negation, and no lemma in the list moves a minus sign out of a product. `abel` can't do so either, since it handles sums and treats matrix products as atoms.

The added `mul_neg`, which rewrites `a * -b` as `-(a * b)`, takes the sign out. `Matrix.mul_smul` can then bring out `I`, the two terms match, and `abel` closes the goal.

The mended proof, as a diff:

```diff
@@ -47,5 +47,5 @@
   convert (hs.mul hA).mul (hU.schrodinger t) using 1
   simp only [Matrix.smul_mul, Matrix.mul_smul, mul_add, add_mul, mul_sub, sub_mul,
-    smul_sub, neg_smul, mul_assoc]
+    smul_sub, neg_smul, mul_neg, mul_assoc]
   abel
 
```
